# The rotational sum rule linking cubic and quadratic force constants

Q: Turning an isolated molecule costs no energy, and that should tie its cubic force constants to its quadratic ones. Before I believe your version, what are the objects?

A: A geometry $x$ is a vector in a real inner product space $E$. For $N$ atoms, take $E=\mathbb R^{3N}$ with Cartesian coordinates. The potential is a function $V:E\to\mathbb R$.

```lean
import Mathlib

open scoped InnerProductSpace

namespace CubicRotationalSumRule

noncomputable section

variable {E : Type*} [NormedAddCommGroup E] [InnerProductSpace ℝ E]
```

The quadratic force constants are the second derivative $D^2V(x)(u,v)$, with displacements $u$ and $v$.

```lean
/-- The quadratic force constants `D²V(x)(u, v)` of the potential `V` at the geometry `x`. -/
def hess (V : E → ℝ) (x u v : E) : ℝ :=
  fderiv ℝ (fderiv ℝ V) x u v
```

The cubic ones are $D^3V(x)(w,u,v)$, where $w$ is the direction of the last differentiation.

```lean
/-- The cubic force constants `D³V(x)(w, u, v)` of the potential `V` at the geometry `x`. -/
def cubic (V : E → ℝ) (x w u v : E) : ℝ :=
  fderiv ℝ (fderiv ℝ (fderiv ℝ V)) x w u v
```

Q: Textbooks define force constants at equilibrium.

A: Here the name is used at every geometry; $x$ need not be stationary.

Q: And the rotation?

A: It is $e^{tA}$, with $t$ real and $A$ a bounded linear operator. For rotation about a unit vector $n$, $A$ acts on each atomic position as $r_i\mapsto n\times r_i$, so $Ax$ is the rotational displacement.

```lean
/-- The motion `exp(tA)` generated by the bounded linear operator `A`. -/
def flow (A : E →L[ℝ] E) (t : ℝ) : E →L[ℝ] E :=
  NormedSpace.exp (t • A)
```

Such an $A$ is skew-symmetric, which is a separate condition.

```lean
/-- The operator `A` is skew-symmetric: `⟨Au, v⟩ = -⟨u, Av⟩`. -/
def IsSkew (A : E →L[ℝ] E) : Prop :=
  ∀ u v, ⟪A u, v⟫_ℝ = -⟪u, A v⟫_ℝ
```

Finally, a Hessian mode $u$ has eigenvalue $\kappa$, a force constant; in mass-weighted coordinates at a minimum, it is a squared angular frequency. The definition doesn't normalise $u$, and it admits $u=0$.

```lean
/-- The displacement `u` obeys the Hessian eigenvalue equation at `x` with force constant `κ`,
written in weak form: `D²V(x)(u, w) = κ ⟨u, w⟩` for every `w`. -/
def IsHessianMode (V : E → ℝ) (x : E) (κ : ℝ) (u : E) : Prop :=
  ∀ w, hess V x u w = κ * ⟪u, w⟫_ℝ
```

Q: Derive the rule without Lean first.

A: Write $R=e^{tA}$, so $V(Rx)=V(x)$ for all $x$. Differentiate along $v$, then along $u$:

$$DV(Rx)(Rv)=DV(x)(v),\qquad D^2V(Rx)(Ru,Rv)=D^2V(x)(u,v).$$

Now let $x_t=e^{tA}x$, $u_t=e^{tA}u$, $v_t=e^{tA}v$, each with velocity $A$ times itself. The right side is independent of $t$, so the product rule gives

$$D^3V(x_t)(Ax_t,u_t,v_t)+D^2V(x_t)(Au_t,v_t)+D^2V(x_t)(u_t,Av_t)=0.$$

At $t=0$ this is

$$D^3V(x)(Ax,u,v)+D^2V(x)(Au,v)+D^2V(x)(u,Av)=0.$$

Q: Where is the double differentiation in the code?

A: In the next theorem, for any bounded linear symmetry $R$. `h1` is the first-derivative identity; `a` and `b` differentiate its two sides with respect to the geometry, uniqueness of the derivative equates the results, and the last line applies them to $u$.

```lean
/-- If a twice continuously differentiable potential is unchanged by a bounded linear map `R`,
its quadratic force constants are unchanged when geometry and displacements are all moved
by `R`. -/
theorem hess_of_symmetry {V : E → ℝ} (hV : ContDiff ℝ 2 V) (R : E →L[ℝ] E)
    (hR : ∀ x, V (R x) = V x) (x u v : E) :
    hess V (R x) (R u) (R v) = hess V x u v := by
  have hd : Differentiable ℝ V := hV.differentiable (by norm_num)
  have hd' : Differentiable ℝ (fderiv ℝ V) :=
    (hV.fderiv_right (m := 1) (by norm_num)).differentiable (by norm_num)
  -- first derivative of the identity V (R y) = V y
  have h1 : ∀ y w, fderiv ℝ V (R y) (R w) = fderiv ℝ V y w := by
    intro y w
    have h := (hd (R y)).hasFDerivAt.comp y R.hasFDerivAt
    have e : V ∘ R = V := funext hR
    rw [e] at h
    exact (DFunLike.congr_fun h.fderiv w).symm
  -- second derivative, with the displacement v held fixed
  have a : HasFDerivAt (fun y => fderiv ℝ V (R y) (R v)) _ x :=
    (ContinuousLinearMap.apply ℝ ℝ (R v)).hasFDerivAt.comp x
      ((hd' (R x)).hasFDerivAt.comp x R.hasFDerivAt)
  have b : HasFDerivAt (fun y => fderiv ℝ V y v) _ x :=
    (ContinuousLinearMap.apply ℝ ℝ v).hasFDerivAt.comp x (hd' x).hasFDerivAt
  simp only [h1] at a
  exact DFunLike.congr_fun (a.unique b) u
```

Q: And the time derivative?

A: From here on $E$ is complete, as $\mathbb R^{3N}$ is. First comes the velocity of a carried vector.

```lean
variable [CompleteSpace E]

/-- A vector carried along by `exp(tA)` has velocity `A` applied to its current value. -/
theorem hasDerivAt_flow (A : E →L[ℝ] E) (w : E) (t : ℝ) :
    HasDerivAt (fun s => flow A s w) (A (flow A t w)) t := by
  have h := (hasDerivAt_exp_smul_const' A t).clm_apply (hasDerivAt_const t w)
  exact h.congr_deriv (by simp [flow])
```

Next is the product rule for a field $T$ of linear maps, with geometry and first displacement both moving.

```lean
/-- Product rule for a differentiable field `T` of linear maps, when the geometry `x` and the
displacement `u` are both carried along by `exp(tA)`. -/
theorem hasDerivAt_field_flow {F : Type*} [NormedAddCommGroup F] [NormedSpace ℝ F]
    (T : E → E →L[ℝ] F) (hT : Differentiable ℝ T) (A : E →L[ℝ] E) (x u : E) (t : ℝ) :
    HasDerivAt (fun s => T (flow A s x) (flow A s u))
      (fderiv ℝ T (flow A t x) (A (flow A t x)) (flow A t u)
        + T (flow A t x) (A (flow A t u))) t := by
  have h : HasDerivAt (fun s => T (flow A s x))
      (fderiv ℝ T (flow A t x) (A (flow A t x))) t :=
    ((hT (flow A t x)).hasFDerivAt.comp t
      (hasDerivAt_flow A x t).hasFDerivAt).hasDerivAt.congr_deriv (by simp)
  exact h.clm_apply (hasDerivAt_flow A u t)
```

Taking $T=D^2V$ and then letting $v$ move as well produces the three terms.

```lean
/-- For a three times continuously differentiable potential, the rate of change of the quadratic
force constants, with geometry and displacements all carried along by `exp(tA)`, is one cubic
term plus two quadratic terms. -/
theorem hasDerivAt_hess_flow {V : E → ℝ} (hV : ContDiff ℝ 3 V) (A : E →L[ℝ] E)
    (x u v : E) (t : ℝ) :
    HasDerivAt (fun s => hess V (flow A s x) (flow A s u) (flow A s v))
      (cubic V (flow A t x) (A (flow A t x)) (flow A t u) (flow A t v)
        + hess V (flow A t x) (A (flow A t u)) (flow A t v)
        + hess V (flow A t x) (flow A t u) (A (flow A t v))) t := by
  have h2 : ContDiff ℝ 2 (fderiv ℝ V) := hV.fderiv_right (by norm_num)
  have hd : Differentiable ℝ (fderiv ℝ (fderiv ℝ V)) :=
    (h2.fderiv_right (m := 1) (by norm_num)).differentiable (by norm_num)
  -- geometry and first displacement together, then the second displacement
  have hH := hasDerivAt_field_flow (F := E →L[ℝ] ℝ) (fderiv ℝ (fderiv ℝ V)) hd A x u t
  have h := hH.clm_apply (hasDerivAt_flow A v t)
  exact h.congr_deriv (by simp [hess, cubic])
```

Q: Does the sum rule then certify that $V$ is rotationally invariant?

A: No, only that its Hessian form is. A uniform force has zero Hessian, so the rule holds, although its potential generally changes under rotation. The equivalence proved is between the rule at all geometries and invariance of the Hessian form. Forwards, a constant has zero derivative at $t=0$; backwards, a derivative that vanishes at all times makes the form constant.

```lean
/-- For a three times continuously differentiable potential, the quadratic force constants are
invariant under the motion `exp(tA)` exactly when the cubic sum rule holds at every geometry. -/
theorem hess_invariant_iff_sum_rule {V : E → ℝ} (hV : ContDiff ℝ 3 V) (A : E →L[ℝ] E) :
    (∀ t x u v, hess V (flow A t x) (flow A t u) (flow A t v) = hess V x u v) ↔
      ∀ x u v, cubic V x (A x) u v + hess V x (A u) v + hess V x u (A v) = 0 := by
  constructor
  · intro H x u v
    -- a constant function has zero derivative at t = 0
    have h := hasDerivAt_hess_flow hV A x u v 0
    simp only [H] at h
    have h0 := h.unique (hasDerivAt_const (0 : ℝ) (hess V x u v))
    simpa [flow] using h0
  · intro H t x u v
    -- the sum rule at the moved geometry makes the derivative vanish at all times
    have hd := fun s => hasDerivAt_hess_flow hV A x u v s
    have hc := is_const_of_deriv_eq_zero (fun s => (hd s).differentiableAt)
      (fun s => (hd s).deriv.trans (H _ _ _)) t 0
    simpa [flow] using hc
```

Combining this with the symmetry theorem gives the sum rule.

```lean
/-- Sum rule for cubic force constants: if a three times continuously differentiable potential is
invariant under `exp(tA)` for all real `t`, then
`D³V(x)(Ax, u, v) + D²V(x)(Au, v) + D²V(x)(u, Av) = 0`. -/
theorem cubic_sum_rule {V : E → ℝ} (hV : ContDiff ℝ 3 V) (A : E →L[ℝ] E)
    (hinv : ∀ t x, V (flow A t x) = V x) (x u v : E) :
    cubic V x (A x) u v + hess V x (A u) v + hess V x u (A v) = 0 :=
  (hess_invariant_iff_sum_rule hV A).1
    (fun t => hess_of_symmetry (hV.of_le (by norm_num)) (flow A t) (hinv t)) x u v
```

Q: I see no skewness there.

A: The rule holds for any bounded generator that leaves $V$ invariant. Skewness enters when $u$ and $v$ are modes with force constants $\kappa$ and $\mu$. Symmetry of the Hessian gives $D^2V(x)(Au,v)=\mu\langle Au,v\rangle$, and skewness gives $D^2V(x)(u,Av)=\kappa\langle u,Av\rangle=-\kappa\langle Au,v\rangle$. Hence

$$D^3V(x)(Ax,u,v)=(\kappa-\mu)\langle Au,v\rangle.$$

The final `linear_combination` does this substitution. The formula reads the same for unit vectors.

```lean
/-- Let a three times continuously differentiable potential be invariant under the rotations
`exp(tA)`, `A` skew-symmetric. The cubic coupling of the rotational displacement `Ax` to two
Hessian modes at `x` is the difference of their force constants times `⟨Au, v⟩`. -/
theorem cubic_coupling_of_modes {V : E → ℝ} (hV : ContDiff ℝ 3 V) {A : E →L[ℝ] E}
    (hA : IsSkew A) (hinv : ∀ t x, V (flow A t x) = V x) {x u v : E} {κ μ : ℝ}
    (hu : IsHessianMode V x κ u) (hv : IsHessianMode V x μ v) :
    cubic V x (A x) u v = (κ - μ) * ⟪A u, v⟫_ℝ := by
  have hs : IsSymmSndFDerivAt ℝ V x :=
    hV.contDiffAt.isSymmSndFDerivAt (by simp; norm_num)
  -- symmetry of the Hessian lets it act on the mode v
  have h1 : hess V x (A u) v = μ * ⟪A u, v⟫_ℝ := by
    have e : hess V x (A u) v = hess V x v (A u) := hs.eq (A u) v
    rw [e, hv (A u), real_inner_comm]
  have h2 := hu (A v)
  have h3 := hA u v
  linear_combination cubic_sum_rule hV A hinv x u v - h1 - h2 - κ * h3
```

Q: Does any non-constant potential satisfy your hypotheses?

A: Yes. For skew $A$, $\frac{d}{dt}\|x_t\|^2=2\langle Ax_t,x_t\rangle=0$, so lengths are preserved.

```lean
/-- The motion `exp(tA)` generated by a skew-symmetric `A` preserves lengths. -/
theorem norm_flow {A : E →L[ℝ] E} (hA : IsSkew A) (t : ℝ) (x : E) :
    ‖flow A t x‖ = ‖x‖ := by
  have hd : ∀ s, HasDerivAt (fun r => ⟪flow A r x, flow A r x⟫_ℝ) 0 s := fun s =>
    ((hasDerivAt_flow A x s).inner ℝ (hasDerivAt_flow A x s)).congr_deriv
      (by linarith [hA (flow A s x) (flow A s x)])
  have hc := is_const_of_deriv_eq_zero (fun s => (hd s).differentiableAt)
    (fun s => (hd s).deriv) t 0
  have h0 : flow A 0 x = x := by simp [flow]
  simp only [h0, real_inner_self_eq_norm_sq] at hc
  exact (sq_eq_sq₀ (norm_nonneg _) (norm_nonneg _)).1 hc
```

Hence $(|z|^2-1)^2$ on the complex plane qualifies, with $A$ multiplication by $i$.

```lean
/-- In the complex plane, multiplication by `i` is skew-symmetric, and the potential
`(|z|² - 1)²` is three times continuously differentiable and invariant under the motion
it generates. -/
theorem cubic_sum_rule_witness :
    IsSkew (ContinuousLinearMap.mul ℝ ℂ Complex.I) ∧
    ContDiff ℝ 3 (fun z : ℂ => (‖z‖ ^ 2 - 1) ^ 2) ∧
    ∀ (t : ℝ) (z : ℂ),
      (‖flow (ContinuousLinearMap.mul ℝ ℂ Complex.I) t z‖ ^ 2 - 1) ^ 2
        = (‖z‖ ^ 2 - 1) ^ 2 := by
  have hA : IsSkew (ContinuousLinearMap.mul ℝ ℂ Complex.I) := by
    intro u v
    simp [Complex.inner]
    ring
  refine ⟨hA, ((contDiff_norm_sq ℝ).sub contDiff_const).pow 2, fun t z => ?_⟩
  rw [norm_flow hA]

end

end CubicRotationalSumRule
```

```lean
#print axioms CubicRotationalSumRule.cubic_sum_rule
#print axioms CubicRotationalSumRule.cubic_coupling_of_modes
```

```
'CubicRotationalSumRule.cubic_sum_rule' depends on axioms: [propext, Classical.choice, Quot.sound]
'CubicRotationalSumRule.cubic_coupling_of_modes' depends on axioms: [propext, Classical.choice, Quot.sound]
```

Q: What still separates this from a real molecule?

A: The theorems require $V$ to be three times continuously differentiable on all of $E$, whereas a molecular potential diverges where nuclei coincide. The calculation above uses $V$ only near the rotated copies of $x$, so I'd expect it to carry over to collision-free geometries where the surface is smooth.

Q: And its use?

A: For an isolated molecule on a single smooth potential surface, the rule offers a consistency check on a full Cartesian set of cubic force constants before it enters an anharmonic vibrational calculation. The cubic term in the rule always has the rotational displacement $Ax$ as one argument, so constants computed only among the vibrational normal modes at equilibrium are not tested.
